# A one-dimensional Fermi sea has exactly one static RPA threshold beyond \(2k\) for every constant attraction \(g>0\)

The static particle–hole response is represented here by an ordinary integral over the filled sea \([-k,k]\), and it is used only at wavevectors \(q>2k\). There every occupied state \(p\) is moved to an empty state \(p+q\) of higher energy, so the integrand is positive and no principal value is needed. The particles are non-interacting with dispersion \(p^2\) (units \(\hbar^2/2m=1\)), at zero temperature, and

\[
L(q)=\int_{-k}^{k}\frac{dp}{(p+q)^2-p^2},\qquad k>0,\quad q>2k .
\]

The number \(g>0\) is the strength of an attraction that doesn't depend on \(q\). The usual Lindhard response contains a second term, equal to the first when \(q>2k\). That factor of two, the spin degeneracy and the \(1/2\pi\) of the momentum integral are all absorbed in \(g\), which has the dimension of a momentum in these units.

## Closed form, threshold and window width

For \(k>0\) and \(q>2k\),

\[
L(q)=\frac{1}{2q}\ln\frac{q+2k}{q-2k}.
\]

For every \(g>0\) the condition \(1=g\,L(q)\) has exactly one solution \(q_0>2k\). Among wavevectors beyond \(2k\), the RPA denominator \(1-g\,L(q)\) is negative exactly when \(q<q_0\), and

\[
0<q_0-2k<\frac{4k}{e^{4k/g}-1}.
\]

Within the RPA for this one-dimensional gas, an arbitrarily weak attraction therefore produces a density-wave instability, in a window that is exponentially narrow at weak coupling. Throughout this text, the window is the interval \(2k<q<q_0\); wavevectors at or below \(2k\) are not treated. The response integral itself is largest towards \(2k\), the wavevector that joins the two Fermi points.

## The denominator on a momentum grid

A simple linear-response code for this model can compute the bare response at each wavevector \(q>2k\) by summing \(\Delta p/(\varepsilon_{p+q}-\varepsilon_p)\) over occupied mesh points. It then forms \(1-g\,L(q)\) and divides by it. A change of sign between neighbouring values of \(q\) marks the edge of the unstable region.

The grid spacings in \(q\) and in \(p\) decide what the code sees. On a ring of length \(\ell\) the allowed wavevectors are \(2\pi/\ell\) apart, and if this spacing exceeds \(q_0-2k\), there may be no grid point in the window at all. For \(k=1\) and \(g=0.5\) the window is narrower than \(4/(e^{8}-1)\approx 0.0013\). The integrand also has a peak at \(p=-k\), of height \(1/(q(q-2k))\) and width of order \(q-2k\), which the mesh sum resolves only if \(\Delta p\) is much smaller than that. The closed form removes the second problem.

Floating-point numbers set a third limit. For \(k=1\) and \(g=0.1\) the width is below \(4/(e^{40}-1)\approx 1.7\times10^{-17}\), while the first double-precision number above 2 is about \(4.4\times10^{-16}\) away. No double lies in the window, so a double-precision root search in \(q\) can't resolve it. Taking \(\delta=q-2k\) as the unknown, and writing \(\delta\) for \(q-2k\) in the closed form, avoids this.

## From the integral to the threshold

**Closed form.** The energy denominator factorises:

\[
(p+q)^2-p^2=2pq+q^2=q(q+2p).
\]

For \(p\ge -k\) we have \(q+2p\ge q-2k>0\). Since

\[
\frac{d}{dp}\,\frac{\ln(q+2p)}{2q}=\frac{1}{q(q+2p)},
\]

the integral is \([\ln(q+2k)-\ln(q-2k)]/(2q)\).

**Monotonicity.** The argument of the logarithm is

\[
\frac{q+2k}{q-2k}=1+\frac{4k}{q-2k},
\]

which exceeds 1 and decreases strictly with \(q\). The logarithm is therefore positive and strictly decreasing. So is \(1/(2q)\), and hence so is their product \(L\).

**Behaviour near \(2k\).** As \(q\) decreases to \(2k\), the argument of the logarithm tends to \(+\infty\) and the prefactor to \(1/(4k)>0\), so \(L(q)\to+\infty\). This is the nesting singularity.

**Upper bound.** With \(\ln x\le x-1\),

\[
L(q)\le\frac{1}{2q}\,\frac{4k}{q-2k}=\frac{2k}{q}\,\frac{1}{q-2k}<\frac{1}{q-2k}.
\]

At \(q=2k+g\) this gives \(g\,L(q)<1\).

**Existence and uniqueness.** Close to \(2k\) we have \(g\,L>1\), and at \(2k+g\) we have \(g\,L<1\). As \(L\) is continuous on \((2k,\infty)\), it takes the value \(1/g\) somewhere, and as it is strictly decreasing, it does so only once. For the same reason \(g\,L(q)>1\) holds exactly for \(2k<q<q_0\).

**Width.** At the threshold

\[
\ln\frac{q_0+2k}{q_0-2k}=\frac{2q_0}{g}>\frac{4k}{g}.
\]

Put \(\delta=q_0-2k\). Exponentiating gives \(\delta+4k>\delta\,e^{4k/g}\), which rearranges to the stated bound.

**An instance with \(k=g=1\).** The threshold condition is \(\ln\frac{q+2}{q-2}=2q\). At \(q=2.05\) the closed form gives \(L=\ln 81/4.1\approx1.072\), and at \(q=2.1\) it gives \(L=\ln 41/4.2\approx0.884\), so \(q_0\) lies between them. Solving the condition for the distance from \(2k\) gives \(\delta=4/(e^{2(2+\delta)}-1)\). Starting from \(\delta=0\), the iterates are \(0.0746,\ 0.0641,\ 0.0655,\ 0.0653\), so \(q_0\approx2.065\). The first iterate is the general upper bound \(4/(e^4-1)\).

## The Lean file

```lean
import Mathlib

open Filter Topology

namespace FermiNestingOneDim

noncomputable section

/-- Static particle-hole integral of a one-dimensional Fermi sea `[-k, k]` with dispersion `p ^ 2`,
at wavevector `q`. It is used for `0 < k` and `2 * k < q`, where the energy denominator is positive
on the whole sea. -/
def lindhard (k q : ℝ) : ℝ := ∫ p in (-k)..k, 1 / ((p + q) ^ 2 - p ^ 2)

/-- Closed form of the particle-hole integral for a wavevector larger than the diameter `2 * k` of
the Fermi sea, with `k > 0`. -/
theorem lindhard_eq {k q : ℝ} (hk : 0 < k) (hq : 2 * k < q) :
    lindhard k q = Real.log ((q + 2 * k) / (q - 2 * k)) / (2 * q) := by
  have hq0 : q ≠ 0 := by linarith
  have hne : ∀ p ∈ Set.uIcc (-k) k, q + 2 * p ≠ 0 := by
    intro p hp
    rw [Set.uIcc_of_le (by linarith)] at hp
    have := hp.1
    linarith
  have hden : ∀ p : ℝ, (p + q) ^ 2 - p ^ 2 = q * (q + 2 * p) := fun p => by ring
  -- the primitive is `log (q + 2 p) / (2 q)`
  have hderiv : ∀ p ∈ Set.uIcc (-k) k,
      HasDerivAt (fun x : ℝ => Real.log (q + 2 * x) / (2 * q))
        (1 / ((p + q) ^ 2 - p ^ 2)) p := by
    intro p hp
    have h1 : HasDerivAt (fun x : ℝ => q + 2 * x) 2 p :=
      (((hasDerivAt_id' p).const_mul (2 : ℝ)).const_add q).congr_deriv (by norm_num)
    refine ((h1.log (hne p hp)).div_const (2 * q)).congr_deriv ?_
    rw [hden, div_div, div_eq_div_iff (mul_ne_zero (hne p hp) (mul_ne_zero two_ne_zero hq0))
      (mul_ne_zero hq0 (hne p hp))]
    ring
  have hint : IntervalIntegrable (fun p : ℝ => 1 / ((p + q) ^ 2 - p ^ 2))
      MeasureTheory.volume (-k) k := by
    apply ContinuousOn.intervalIntegrable
    refine ContinuousOn.div (by fun_prop) (by fun_prop) ?_
    intro p hp
    rw [hden]
    exact mul_ne_zero hq0 (hne p hp)
  have hp1 : q + 2 * k ≠ 0 := by linarith
  have hp2 : q - 2 * k ≠ 0 := by linarith
  unfold lindhard
  rw [intervalIntegral.integral_eq_sub_of_hasDerivAt hderiv hint, Real.log_div hp1 hp2, sub_div,
    show q + 2 * (-k) = q - 2 * k by ring]

/-- For `k > 0` the particle-hole integral decreases strictly with the wavevector beyond `2 * k`. -/
theorem lindhard_strictAntiOn {k : ℝ} (hk : 0 < k) :
    StrictAntiOn (lindhard k) (Set.Ioi (2 * k)) := by
  intro a ha b hb hab
  have ha' : 2 * k < a := ha
  have hb' : 2 * k < b := hb
  rw [lindhard_eq hk ha', lindhard_eq hk hb']
  have hr : (b + 2 * k) / (b - 2 * k) < (a + 2 * k) / (a - 2 * k) := by
    rw [div_lt_div_iff₀ (by linarith) (by linarith)]
    nlinarith [mul_pos hk (sub_pos.2 hab)]
  have hlog := Real.log_lt_log (div_pos (by linarith) (by linarith)) hr
  have hpos : 0 < Real.log ((a + 2 * k) / (a - 2 * k)) := by
    apply Real.log_pos
    rw [one_lt_div (by linarith)]
    linarith
  have ha0 : 0 < a := by linarith
  rw [div_lt_div_iff₀ (by linarith) (by linarith)]
  nlinarith [mul_pos ha0 (sub_pos.2 hlog), mul_pos hpos (sub_pos.2 hab)]

/-- Nesting singularity: for `k > 0` the particle-hole integral grows without bound as the
wavevector decreases to `2 * k`. -/
theorem lindhard_tendsto_atTop {k : ℝ} (hk : 0 < k) :
    Tendsto (lindhard k) (𝓝[>] (2 * k)) atTop := by
  have h0 : Tendsto (fun q : ℝ => q - 2 * k) (𝓝[>] (2 * k)) (𝓝[>] 0) := by
    refine tendsto_nhdsWithin_iff.2 ⟨?_, ?_⟩
    · have hc : Continuous (fun q : ℝ => q - 2 * k) := by fun_prop
      have h := hc.tendsto (2 * k)
      rw [sub_self] at h
      exact h.mono_left nhdsWithin_le_nhds
    · filter_upwards [self_mem_nhdsWithin] with q hq
      exact Set.mem_Ioi.2 (sub_pos.2 (Set.mem_Ioi.1 hq))
  have h1 : Tendsto (fun q : ℝ => q + 2 * k) (𝓝[>] (2 * k)) (𝓝 (2 * k + 2 * k)) := by
    have hc : Continuous (fun q : ℝ => q + 2 * k) := by fun_prop
    exact (hc.tendsto (2 * k)).mono_left nhdsWithin_le_nhds
  have h2 : Tendsto (fun q : ℝ => (2 * q)⁻¹) (𝓝[>] (2 * k)) (𝓝 (2 * (2 * k))⁻¹) := by
    have hc : Continuous (fun q : ℝ => 2 * q) := by fun_prop
    exact ((hc.tendsto (2 * k)).inv₀ (by positivity)).mono_left nhdsWithin_le_nhds
  -- the logarithm diverges while its prefactor stays positive
  have h3 := h1.pos_mul_atTop (by positivity) (tendsto_inv_nhdsGT_zero.comp h0)
  have h4 := h2.pos_mul_atTop (by positivity) (Real.tendsto_log_atTop.comp h3)
  refine h4.congr' ?_
  filter_upwards [self_mem_nhdsWithin] with q hq
  rw [lindhard_eq hk hq]
  simp only [div_eq_mul_inv, Function.comp_apply]
  exact mul_comm _ _

/-- For `k > 0` and `q > 2 * k` the particle-hole integral is smaller than the inverse distance of
the wavevector from `2 * k`. -/
theorem lindhard_lt {k q : ℝ} (hk : 0 < k) (hq : 2 * k < q) :
    lindhard k q < 1 / (q - 2 * k) := by
  have hd : 0 < q - 2 * k := sub_pos.2 hq
  have hu : 0 < 1 / (q - 2 * k) := one_div_pos.2 hd
  have hl := Real.log_le_sub_one_of_pos (div_pos (show 0 < q + 2 * k by linarith) hd)
  rw [lindhard_eq hk hq, div_lt_iff₀ (by linarith)]
  have he : (q + 2 * k) / (q - 2 * k) = (q + 2 * k) * (1 / (q - 2 * k)) :=
    div_eq_mul_one_div _ _
  nlinarith [mul_pos hu hd]

/-- RPA threshold of the one-dimensional Fermi sea: for `k > 0` and every attraction `g > 0`, the
static RPA condition `1 = g L(q)` holds at exactly one wavevector `q > 2 * k`. -/
theorem existsUnique_instability {k g : ℝ} (hk : 0 < k) (hg : 0 < g) :
    ∃! q : ℝ, 2 * k < q ∧ 1 = g * lindhard k q := by
  have hcont : ContinuousOn (lindhard k) (Set.Ioi (2 * k)) := by
    have hc : ContinuousOn (fun q : ℝ => Real.log ((q + 2 * k) / (q - 2 * k)) / (2 * q))
        (Set.Ioi (2 * k)) := by
      refine ContinuousOn.div (ContinuousOn.log (ContinuousOn.div (by fun_prop) (by fun_prop) ?_)
        ?_) (by fun_prop) ?_
      all_goals
        intro q hq
        have hq' : 2 * k < q := hq
      · exact (sub_pos.2 hq').ne'
      · exact (div_pos (by linarith) (sub_pos.2 hq')).ne'
      · exact (show 0 < 2 * q by linarith).ne'
    exact hc.congr (fun q hq => lindhard_eq hk hq)
  -- `L > 1 / g` close to `2 k`, and `L < 1 / g` at `2 k + g`
  obtain ⟨a, ha, ha'⟩ :=
    (((lindhard_tendsto_atTop hk).eventually_gt_atTop (1 / g)).and self_mem_nhdsWithin).exists
  have hb' : 2 * k < 2 * k + g := by linarith
  have hb := lindhard_lt hk hb'
  rw [add_sub_cancel_left] at hb
  obtain ⟨q, hq, hLq⟩ :=
    isPreconnected_Ioi.intermediate_value (Set.mem_Ioi.2 hb') ha' hcont ⟨hb.le, ha.le⟩
  refine ⟨q, ⟨hq, ?_⟩, ?_⟩
  · rw [hLq, mul_one_div_cancel hg.ne']
  · rintro r ⟨hr, hLr⟩
    apply (lindhard_strictAntiOn hk).injOn hr hq
    rw [hLq, eq_div_iff hg.ne', mul_comm]
    exact hLr.symm

/-- Let `k, g > 0` and let `q₀ > 2 * k` solve the RPA condition. Among wavevectors `q > 2 * k`, the
RPA denominator `1 - g L(q)` is negative exactly for those below `q₀`. -/
theorem unstable_iff_lt {k g q₀ q : ℝ} (hk : 0 < k) (hg : 0 < g) (hq₀ : 2 * k < q₀)
    (h : 1 = g * lindhard k q₀) (hq : 2 * k < q) :
    1 - g * lindhard k q < 0 ↔ q < q₀ := by
  constructor
  · intro hneg
    by_contra hn
    have hle := (lindhard_strictAntiOn hk).antitoneOn hq₀ hq (not_lt.1 hn)
    have := mul_le_mul_of_nonneg_left hle hg.le
    linarith
  · intro hlt
    have := mul_lt_mul_of_pos_left (lindhard_strictAntiOn hk hq hq₀ hlt) hg
    linarith

/-- For `k, g > 0`, a solution `q₀ > 2 * k` of the RPA condition exceeds `2 * k` by less than
`4 k / (exp (4 k / g) - 1)`. -/
theorem window_width_lt {k g q₀ : ℝ} (hk : 0 < k) (hg : 0 < g) (hq₀ : 2 * k < q₀)
    (h : 1 = g * lindhard k q₀) :
    q₀ - 2 * k < 4 * k / (Real.exp (4 * k / g) - 1) := by
  have hd : 0 < q₀ - 2 * k := sub_pos.2 hq₀
  have hq0 : q₀ ≠ 0 := by linarith
  rw [lindhard_eq hk hq₀] at h
  have hlog : g * Real.log ((q₀ + 2 * k) / (q₀ - 2 * k)) = 2 * q₀ := by
    rw [← mul_div_assoc, eq_div_iff (mul_ne_zero two_ne_zero hq0), one_mul] at h
    exact h.symm
  -- exponentiate the condition, using `q₀ > 2 k` in the exponent
  have hlt : 4 * k / g < Real.log ((q₀ + 2 * k) / (q₀ - 2 * k)) := by
    rw [div_lt_iff₀ hg]
    linarith
  rw [Real.lt_log_iff_exp_lt (div_pos (by linarith) hd), lt_div_iff₀ hd] at hlt
  have hx : 0 < 4 * k / g := by positivity
  have hE := Real.add_one_le_exp (4 * k / g)
  rw [lt_div_iff₀ (by linarith)]
  linarith

end

end FermiNestingOneDim
```

```lean
#print axioms FermiNestingOneDim.existsUnique_instability
#print axioms FermiNestingOneDim.unstable_iff_lt
#print axioms FermiNestingOneDim.window_width_lt
```

```
'FermiNestingOneDim.existsUnique_instability' depends on axioms: [propext, Classical.choice, Quot.sound]
'FermiNestingOneDim.unstable_iff_lt' depends on axioms: [propext, Classical.choice, Quot.sound]
'FermiNestingOneDim.window_width_lt' depends on axioms: [propext, Classical.choice, Quot.sound]
```

## The theorems in words

`lindhard k q` is the integral \(L(q)\) itself, for real `k` and `q`; the logarithm is derived from it. The definition accepts all real arguments, but for \(0<q\le 2k\) the integrand has a non-integrable pole in the sea and Lean's integral returns 0, which is not the physical response. The hypotheses `0 < k` and `2 * k < q` keep the theorems away from that region.

In `existsUnique_instability`, the quantifier `∃! q` applies to the pair `2 * k < q ∧ 1 = g * lindhard k q`. Uniqueness is thus uniqueness among wavevectors beyond \(2k\). `unstable_iff_lt` and `window_width_lt` take any `q₀` that satisfies this pair, and give the sign of the denominator and the width of the window. The set `Set.Ioi (2 * k)` is the open half-line \((2k,\infty)\), and `𝓝[>] (2 * k)` means approach to \(2k\) from above.

## How the lemmas fit together

`lindhard_eq` supplies the closed form. Its step `hden` is the factorisation, `hderiv` checks the primitive and `hint` establishes integrability from continuity on the sea. The fundamental theorem of calculus then enters through `intervalIntegral.integral_eq_sub_of_hasDerivAt`.

`lindhard_strictAntiOn` compares two wavevectors `a < b`. It orders the two fractions by cross-multiplication, passes to logarithms, and combines this with the ordering of the prefactors by `nlinarith`. `lindhard_tendsto_atTop` builds the divergence in two stages: a positive limit times a divergent inverse gives the argument of the logarithm, and a positive prefactor times the divergent logarithm gives \(L\). `lindhard_lt` is the upper bound, with `Real.log_le_sub_one_of_pos` as the inequality \(\ln x\le x-1\).

`existsUnique_instability` obtains continuity from the closed form, a point `a` where \(L>1/g\) from the divergence, and the point \(2k+g\) from the upper bound. The intermediate value theorem on the half-line gives the root, and injectivity of a strictly decreasing function gives uniqueness. `unstable_iff_lt` uses the same monotonicity in both directions. `window_width_lt` rewrites the threshold condition as an equation for the logarithm, replaces \(q_0\) by the smaller \(2k\) in the exponent, and exponentiates.

## What a code can take from this, and what it can't

For this model, a solver that looks for the threshold beyond \(2k\) has one root to find, and it lies between \(2k\) and \(2k+g\). The closed form and the width bound hold for all positive \(k\) and \(g\), not only at weak coupling.

The theorems concern real numbers and the continuum integral. They don't bound the error of a mesh sum or of floating-point evaluation, and they say nothing about wavevectors at or below \(2k\). For \(0<q<2k\) the integral used here would need a principal value, and at \(q=2k\) it diverges. Zero temperature, the parabolic dispersion and a constant \(g\) are built into the model. Temperature smooths the Fermi edge and removes the divergence at \(2k\), so the conclusion for arbitrarily weak attraction belongs to the sharp Fermi sea.

The word "instability" refers to the sign of the RPA denominator. Whether the interacting ground state really forms a density wave is a separate question, and in one dimension fluctuations beyond the RPA matter for its answer.
